# Poisson photon statistics have mean μ and pair moment μ²

For a photon number n with Poisson probabilities pₙ = e^(−μ) μⁿ/n! and real μ ≥ 0, the mean of n is μ and the mean of n(n − 1), which counts ordered pairs of photons, is μ². Mathematically, the lemma says that the two infinite series ∑ n pₙ and ∑ n(n − 1) pₙ converge to these values. The probabilities are normalised, and the statement concerns this distribution alone, not a quantum state from which it might arise. The attempt drops the first term of one series and the first two of the other, then uses (n + 1) pₙ₊₁ = μ pₙ to compare what remains with multiples of the normalisation series.

Lean 4 with Mathlib refuses this proof:

```lean
import Mathlib

open Finset

namespace PoissonMoments

noncomputable section

/-- A photon-number distribution: nonnegative probabilities `p n` that sum to one. -/
structure IsPhotonDistribution (p : ℕ → ℝ) : Prop where
  nonneg : ∀ n, 0 ≤ p n
  total : HasSum p 1

/-- Poisson photon statistics with parameter `μ ≥ 0`. -/
def poisson (μ : ℝ) : ℕ → ℝ := fun n => Real.exp (-μ) * (μ ^ n / (n.factorial : ℝ))

/-- If a series converges to `a`, then a series with equal terms converges to `b` whenever `b = a`.
-/
theorem hasSum_of_eq {f g : ℕ → ℝ} {a b : ℝ} (h : HasSum f a)
    (hfg : ∀ n, g n = f n) (hab : b = a) : HasSum g b := by
  rw [funext hfg, hab]
  exact h

/-- For `μ ≥ 0` the Poisson weights form a photon-number distribution. -/
theorem poisson_isPhotonDistribution {μ : ℝ} (hμ : 0 ≤ μ) :
    IsPhotonDistribution (poisson μ) := by
  refine ⟨fun n => by unfold poisson; positivity, ?_⟩
  have h := NormedSpace.expSeries_div_hasSum_exp μ
  rw [← Real.exp_eq_exp_ℝ] at h
  have h' := h.mul_left (Real.exp (-μ))
  have e : Real.exp (-μ) * Real.exp μ = 1 := by
    rw [← Real.exp_add, neg_add_cancel, Real.exp_zero]
  rw [e] at h'
  exact h'

/-- For `μ ≥ 0` the Poisson distribution has mean photon number `μ` and pair moment `μ²`;
both series converge. -/
theorem poisson_moments {μ : ℝ} (hμ : 0 ≤ μ) :
    HasSum (fun n : ℕ => (n : ℝ) * poisson μ n) μ ∧
    HasSum (fun n : ℕ => (n : ℝ) * ((n : ℝ) - 1) * poisson μ n) (μ ^ 2) := by
  have h := (poisson_isPhotonDistribution hμ).total
  -- removing one photon multiplies the weight by `μ`
  have step : ∀ n : ℕ, ((n : ℝ) + 1) * poisson μ (n + 1) = μ * poisson μ n := by
    intro n
    have hf : (n.factorial : ℝ) ≠ 0 := by positivity
    have hn : (n : ℝ) + 1 ≠ 0 := by positivity
    simp only [poisson, Nat.factorial_succ, pow_succ, Nat.cast_mul, Nat.cast_add, Nat.cast_one]
    field_simp
  constructor
  · refine (hasSum_nat_add_iff' 1).mp ?_
    convert h.mul_left μ using 1
    · funext n
      rw [← step n]
      push_cast
      rfl
    · simp
  · refine (hasSum_nat_add_iff' 2).mp ?_
    convert h.mul_left (μ ^ 2) using 1
    · funext n
      have h1 := step n
      have h2 := step (n + 1)
      push_cast at h2 ⊢
      linear_combination ((n : ℝ) + 1) * h2 + μ * h1
    · simp [Finset.sum_range_succ]

end

end PoissonMoments
```

The compiler's answer:

```
Main.lean:52:6: error: Tactic `apply` failed: could not unify the conclusion of `@funext`
  ?f = ?g
with the goal
  Real.instAddCommGroup.toAddCommMonoid =
    CommRing.toNonUnitalCommRing.toNonUnitalNonAssocCommRing.toNonUnitalNonAssocSemiring.toAddCommMonoid

Note: The full type of `@funext` is
  ∀ {α : Sort ?u.90} {β : α → Sort ?u.89} {f g : (x : α) → β x}, (∀ (x : α), f x = g x) → f = g

case e'_3
μ : ℝ
hμ : 0 ≤ μ
h : HasSum (poisson μ) 1
step : ∀ (n : ℕ), (↑n + 1) * poisson μ (n + 1) = μ * poisson μ n
⊢ Real.instAddCommGroup.toAddCommMonoid =
    CommRing.toNonUnitalCommRing.toNonUnitalNonAssocCommRing.toNonUnitalNonAssocSemiring.toAddCommMonoid
Main.lean:56:4: error: unsolved goals
case e'_5
μ : ℝ
hμ : 0 ≤ μ
h : HasSum (poisson μ) 1
step : ∀ (n : ℕ), (↑n + 1) * poisson μ (n + 1) = μ * poisson μ n
⊢ (fun n => (↑n + 1) * poisson μ (n + 1)) = fun i => μ * poisson μ i
Main.lean:50:2: error: unsolved goals
case e'_6
μ : ℝ
hμ : 0 ≤ μ
h : HasSum (poisson μ) 1
step : ∀ (n : ℕ), (↑n + 1) * poisson μ (n + 1) = μ * poisson μ n
⊢ μ - ∑ i ∈ range 1, ↑i * poisson μ i = μ * 1
Main.lean:59:6: error: Tactic `apply` failed: could not unify the conclusion of `@funext`
  ?f = ?g
with the goal
  Real.instAddCommGroup.toAddCommMonoid =
    CommRing.toNonUnitalCommRing.toNonUnitalNonAssocCommRing.toNonUnitalNonAssocSemiring.toAddCommMonoid

Note: The full type of `@funext` is
  ∀ {α : Sort ?u.106} {β : α → Sort ?u.105} {f g : (x : α) → β x}, (∀ (x : α), f x = g x) → f = g

case e'_3
μ : ℝ
hμ : 0 ≤ μ
h : HasSum (poisson μ) 1
step : ∀ (n : ℕ), (↑n + 1) * poisson μ (n + 1) = μ * poisson μ n
⊢ Real.instAddCommGroup.toAddCommMonoid =
    CommRing.toNonUnitalCommRing.toNonUnitalNonAssocCommRing.toNonUnitalNonAssocSemiring.toAddCommMonoid
Main.lean:64:4: error: unsolved goals
case e'_5
μ : ℝ
hμ : 0 ≤ μ
h : HasSum (poisson μ) 1
step : ∀ (n : ℕ), (↑n + 1) * poisson μ (n + 1) = μ * poisson μ n
⊢ (fun n => (↑n + 2) * (↑n + 2 - 1) * poisson μ (n + 2)) = fun i => μ ^ 2 * poisson μ i
Main.lean:57:2: error: unsolved goals
case e'_6
μ : ℝ
hμ : 0 ≤ μ
h : HasSum (poisson μ) 1
step : ∀ (n : ℕ), (↑n + 1) * poisson μ (n + 1) = μ * poisson μ n
⊢ μ ^ 2 - ∑ i ∈ range 2, ↑i * (↑i - 1) * poisson μ i = μ ^ 2 * 1
Main.lean:64:12: warning: This simp argument is unused:
  Finset.sum_range_succ

Hint: Omit it from the simp argument list.
  [apply] simp

Note: This linter can be disabled with `set_option linter.unusedSimpArgs false`
```

Lean accepts the file once it reads:

```diff
@@ -40,5 +40,5 @@
     HasSum (fun n : ℕ => (n : ℝ) * ((n : ℝ) - 1) * poisson μ n) (μ ^ 2) := by
   have h := (poisson_isPhotonDistribution hμ).total
-  -- removing one photon multiplies the weight by `μ`
+  -- neighbouring weights satisfy `(n + 1) pₙ₊₁ = μ pₙ`
   have step : ∀ n : ℕ, ((n : ℝ) + 1) * poisson μ (n + 1) = μ * poisson μ n := by
     intro n
@@ -49,16 +49,16 @@
   constructor
   · refine (hasSum_nat_add_iff' 1).mp ?_
-    convert h.mul_left μ using 1
-    · funext n
-      rw [← step n]
-      push_cast
-      rfl
+    refine hasSum_of_eq (h.mul_left μ) (fun n => ?_) ?_
+    · push_cast
+      linear_combination step n
     · simp
   · refine (hasSum_nat_add_iff' 2).mp ?_
-    convert h.mul_left (μ ^ 2) using 1
-    · funext n
-      have h1 := step n
-      have h2 := step (n + 1)
-      push_cast at h2 ⊢
+    refine hasSum_of_eq (h.mul_left (μ ^ 2)) (fun n => ?_) ?_
+    · have h1 := step n
+      have h2 : ((n : ℝ) + 1 + 1) * poisson μ (n + 2) = μ * poisson μ (n + 1) := by
+        have h3 := step (n + 1)
+        rw [Nat.cast_add, Nat.cast_one] at h3
+        exact h3
+      push_cast
       linear_combination ((n : ℝ) + 1) * h2 + μ * h1
     · simp [Finset.sum_range_succ]
```

In both halves, `convert` produced a goal the proof had not planned for: that two routes to the additive structure on ℝ agree. The first bullet received this goal, and `funext` failed because it is not an equality of functions. The second bullet's `simp` then met the equality of terms and left it unsolved, while the equality of sums had no bullet at all. This also explains the warning: `Finset.sum_range_succ` had no finite sum to expand.

The repair applies `hasSum_of_eq`, already in the file, which asks only for equal terms and equal sums. Lean accepts the two additive structures as the same when it checks this application, so each bullet meets its intended goal.

The steps inside the first bullets are also rewritten. `linear_combination step n` proves the first term equality, and `h2` is now stated with the index `n + 2`, as in the goal. The old steps were never reached, so the messages do not show whether they would have failed. The changed comment merely corrects the description of the recurrence.
